# For real orbitals at fixed occupations, a differentiable energy is stationary under orbital rotations exactly when L = Cᵀ grad f(C) is symmetric

**Question.** Take two real orbitals, the columns c_1 and c_2 of a 2 × 2 matrix C, and rotate them by an angle t into c_1 cos t − c_2 sin t and c_1 sin t + c_2 cos t. With f(C) the energy at fixed occupation numbers, G its matrix of derivatives ∂f/∂C_ij, and L = CᵀG, I find the initial slope

L_12 − L_21.

So stationarity makes two off-diagonal elements equal, but not necessarily zero. With n orbitals, a general rotation mixes all pairs at once. Is equality for each pair still the whole first-order condition, and where does orthonormality of the orbitals enter?

**Answer.** Yes, it is the whole condition, because the slope is linear in the generator of the rotation. Orthonormality isn't needed for the slope formula; it enters when L is tied to the constrained problem.

Write the rotation as C exp(tX) with Xᵀ = −X. Along any curve through C with velocity V, the chain rule gives

df/dt = Σ_ij V_ij G_ij = tr(VᵀG).

Here V = CX, so at t = 0

df/dt = tr(XᵀCᵀG) = tr(XᵀL) = Σ_ij X_ij L_ij.

Exchanging the summation indices and using X_ji = −X_ij gives Σ X_ij L_ji = −Σ X_ij L_ij. Hence

df/dt = ½ Σ_ij X_ij (L_ij − L_ji).

If L is symmetric, this vanishes for every X. Conversely, let X have only the entries X_pq = 1 and X_qp = −1, for p ≠ q. The slope is then L_pq − L_qp, so stationarity under each pair rotation already forces symmetry. Choosing X = Lᵀ − L instead gives the slope −½ Σ (L_ij − L_ji)², which is negative unless L is symmetric.

Now let CᵀC = 1. Since exp(tX)ᵀ exp(tX) = exp(−tX) exp(tX) = 1, the rotated orbitals stay orthonormal. A local minimum among orthogonal matrices is therefore a local minimum along each such curve, and L is symmetric there. Also CCᵀ = 1, so G = CL: symmetry of L is equivalent to the Lagrange equation G = CM with symmetric M.

In the Lean file, `orbitalGradient f C` is G, `multiplierMatrix f C` is L, and `rotated C X t` is C exp(tX). `HasDerivAt` states that the derivative exists and has the given value. The main theorem, `stationary_iff_isSymm`, assumes only that f is differentiable at C, which means that, to first order, the energy responds linearly to small changes of the orbital coefficients. The function f is defined on all real square matrices, with the occupations held fixed inside it. The basis functions are taken to be orthonormal, so that `Cᵀ * C = 1` says that the orbitals are orthonormal; since C is square, there are as many orbitals as basis functions. Complex orbitals, overlap matrices and occupation optimisation are left aside, and a symmetric L may also belong to a maximum or a saddle point.

```lean
import Mathlib

open Matrix Filter
open scoped Topology Matrix.Norms.Operator

namespace OrbitalOptimisation

noncomputable section

variable {n : Type*} [Fintype n] [DecidableEq n]

/-- The matrix of partial derivatives of the energy `f` with respect to the orbital
coefficients, for `f` differentiable at `C`. -/
def orbitalGradient (f : Matrix n n ℝ → ℝ) (C : Matrix n n ℝ) : Matrix n n ℝ :=
  Matrix.of fun i j => fderiv ℝ f C (Matrix.single i j 1)

/-- The matrix `L = Cᵀ grad f(C)`, for `f` differentiable at `C`. -/
def multiplierMatrix (f : Matrix n n ℝ → ℝ) (C : Matrix n n ℝ) : Matrix n n ℝ :=
  Cᵀ * orbitalGradient f C

/-- The orbitals `C exp(tX)` obtained from `C` with generator `X` and parameter `t`. -/
def rotated (C X : Matrix n n ℝ) (t : ℝ) : Matrix n n ℝ :=
  C * NormedSpace.exp (t • X)

/-- If the orbitals pass through `C` with velocity `V` and `f` is differentiable at `C`,
the energy changes at the rate `tr(Vᵀ grad f(C))`. -/
theorem hasDerivAt_along_curve {f : Matrix n n ℝ → ℝ} {C V : Matrix n n ℝ}
    {γ : ℝ → Matrix n n ℝ} (hf : DifferentiableAt ℝ f C) (h0 : γ 0 = C)
    (hγ : HasDerivAt γ V 0) :
    HasDerivAt (fun t => f (γ t)) (trace (Vᵀ * orbitalGradient f C)) 0 := by
  subst h0
  refine (hf.hasFDerivAt.comp_hasDerivAt (0 : ℝ) hγ).congr_deriv ?_
  -- expand the velocity in matrix units
  have hV : V = ∑ i, ∑ j, V i j • Matrix.single i j (1 : ℝ) := by
    conv_lhs => rw [matrix_eq_sum_single V]
    simp [Matrix.smul_single]
  have key : ∀ φ : Matrix n n ℝ →ₗ[ℝ] ℝ,
      φ V = ∑ i, ∑ j, V i j * φ (Matrix.single i j 1) := by
    intro φ
    refine (congrArg φ hV).trans ?_
    refine (map_sum φ _ _).trans (Finset.sum_congr rfl fun i _ => ?_)
    refine (map_sum φ _ _).trans (Finset.sum_congr rfl fun j _ => ?_)
    exact φ.map_smul _ _
  refine (key (fderiv ℝ f (γ 0)).toLinearMap).trans ?_
  -- the trace is the same double sum in the other order
  rw [Finset.sum_comm]
  rfl

/-- The curve `C exp(tX)` starts with velocity `CX`. -/
theorem hasDerivAt_rotated (C X : Matrix n n ℝ) : HasDerivAt (rotated C X) (C * X) 0 :=
  ((hasDerivAt_exp_smul_const X (0 : ℝ)).const_mul C).congr_deriv (by simp)

/-- For `f` differentiable at `C` and any generator `X`, the energy along `C exp(tX)` has
initial slope `∑ X_ij L_ij`. -/
theorem hasDerivAt_energy {f : Matrix n n ℝ → ℝ} {C : Matrix n n ℝ}
    (hf : DifferentiableAt ℝ f C) (X : Matrix n n ℝ) :
    HasDerivAt (fun t => f (rotated C X t))
      (∑ i, ∑ j, X i j * multiplierMatrix f C i j) 0 := by
  refine (hasDerivAt_along_curve hf (by simp [rotated]) (hasDerivAt_rotated C X)).congr_deriv ?_
  rw [transpose_mul, Matrix.mul_assoc]
  change trace (Xᵀ * multiplierMatrix f C) = _
  simp only [trace, diag_apply, mul_apply, transpose_apply]
  exact Finset.sum_comm

/-- For `f` differentiable at `C` and antisymmetric `X`, the derivative of `f(C exp(tX))` at
`t = 0` is half the sum of `X_ij (L_ij - L_ji)`. -/
theorem hasDerivAt_energy_antisymm {f : Matrix n n ℝ → ℝ} {C X : Matrix n n ℝ}
    (hf : DifferentiableAt ℝ f C) (hX : Xᵀ = -X) :
    HasDerivAt (fun t => f (rotated C X t))
      (1 / 2 * ∑ i, ∑ j, X i j * (multiplierMatrix f C i j - multiplierMatrix f C j i)) 0 := by
  refine (hasDerivAt_energy hf X).congr_deriv ?_
  generalize multiplierMatrix f C = L
  have hX' : ∀ i j, X j i = -X i j := fun i j => congrFun (congrFun hX i) j
  -- exchanging the two indices changes the sign
  have h1 : ∑ i, ∑ j, X i j * L j i = -∑ i, ∑ j, X i j * L i j := by
    rw [Finset.sum_comm, ← Finset.sum_neg_distrib]
    refine Finset.sum_congr rfl fun i _ => ?_
    rw [← Finset.sum_neg_distrib]
    refine Finset.sum_congr rfl fun j _ => ?_
    rw [hX' i j, neg_mul]
  simp only [mul_sub, Finset.sum_sub_distrib, h1]
  ring

/-- For `f` differentiable at `C`, the energy `f(C exp(tX))` is stationary at `t = 0` for every
antisymmetric `X` exactly when `L` is symmetric. -/
theorem stationary_iff_isSymm {f : Matrix n n ℝ → ℝ} {C : Matrix n n ℝ}
    (hf : DifferentiableAt ℝ f C) :
    (∀ X : Matrix n n ℝ, Xᵀ = -X → HasDerivAt (fun t => f (rotated C X t)) 0 0) ↔
      (multiplierMatrix f C).IsSymm := by
  constructor
  · intro h
    refine Matrix.IsSymm.ext fun p q => ?_
    -- rotate only the orbitals p and q into each other
    have hX : (Matrix.single p q (1 : ℝ) - Matrix.single q p 1)ᵀ =
        -(Matrix.single p q (1 : ℝ) - Matrix.single q p 1) := by
      simp [transpose_sub, transpose_single]
    have h1 := (h _ hX).unique (hasDerivAt_energy hf _)
    simp [Matrix.single_apply, sub_mul, Finset.sum_sub_distrib, ite_and] at h1
    linarith
  · intro h X hX
    refine (hasDerivAt_energy_antisymm hf hX).congr_deriv ?_
    have h2 : ∀ i j, multiplierMatrix f C i j - multiplierMatrix f C j i = 0 :=
      fun i j => sub_eq_zero.2 (h.apply j i)
    simp [h2]

/-- For `f` differentiable at `C`, the generator `X = Lᵀ - L` gives the energy the initial
slope `-½ ∑ (L_ij - L_ji)²`. -/
theorem hasDerivAt_descent {f : Matrix n n ℝ → ℝ} {C : Matrix n n ℝ}
    (hf : DifferentiableAt ℝ f C) :
    HasDerivAt
      (fun t => f (rotated C ((multiplierMatrix f C)ᵀ - multiplierMatrix f C) t))
      (-(1 / 2) * ∑ i, ∑ j, (multiplierMatrix f C i j - multiplierMatrix f C j i) ^ 2) 0 := by
  refine (hasDerivAt_energy_antisymm hf (by simp [transpose_sub])).congr_deriv ?_
  rw [neg_mul, ← mul_neg, ← Finset.sum_neg_distrib]
  congr 1
  refine Finset.sum_congr rfl fun i _ => ?_
  rw [← Finset.sum_neg_distrib]
  refine Finset.sum_congr rfl fun j _ => ?_
  rw [Matrix.sub_apply, transpose_apply]
  ring

/-- If `C` is orthogonal and `X` antisymmetric, `C exp(tX)` is orthogonal for every `t`. -/
theorem rotated_orthogonal {C X : Matrix n n ℝ} (hC : Cᵀ * C = 1) (hX : Xᵀ = -X) (t : ℝ) :
    (rotated C X t)ᵀ * rotated C X t = 1 := by
  have hE : (NormedSpace.exp (t • X))ᵀ * NormedSpace.exp (t • X) = 1 := by
    rw [← Matrix.exp_transpose, transpose_smul, hX, smul_neg,
      ← Matrix.exp_add_of_commute _ _ (Commute.refl (t • X)).neg_left, neg_add_cancel,
      NormedSpace.exp_zero]
  rw [rotated, transpose_mul, Matrix.mul_assoc, ← Matrix.mul_assoc Cᵀ, hC, Matrix.one_mul, hE]

/-- For orthogonal `C`, the matrix `L` is symmetric exactly when the gradient has the form
`grad f(C) = C M` with a symmetric matrix `M`. -/
theorem isSymm_iff_lagrange {f : Matrix n n ℝ → ℝ} {C : Matrix n n ℝ} (hC : Cᵀ * C = 1) :
    (multiplierMatrix f C).IsSymm ↔
      ∃ M : Matrix n n ℝ, M.IsSymm ∧ orbitalGradient f C = C * M := by
  constructor
  · intro h
    refine ⟨_, h, ?_⟩
    rw [multiplierMatrix, ← Matrix.mul_assoc, mul_eq_one_comm.1 hC, Matrix.one_mul]
  · rintro ⟨M, hM, hG⟩
    rwa [multiplierMatrix, hG, ← Matrix.mul_assoc, hC, Matrix.one_mul]

/-- If `f` is differentiable at an orthogonal `C` and has a local minimum there among orthogonal
matrices, then `L` is symmetric. -/
theorem isSymm_of_isLocalMinOn {f : Matrix n n ℝ → ℝ} {C : Matrix n n ℝ}
    (hf : DifferentiableAt ℝ f C) (hC : Cᵀ * C = 1)
    (hmin : IsLocalMinOn f {D | Dᵀ * D = 1} C) : (multiplierMatrix f C).IsSymm := by
  refine (stationary_iff_isSymm hf).1 fun X hX => ?_
  have h0 : rotated C X 0 = C := by simp [rotated]
  have hc : Tendsto (rotated C X) (𝓝 0) (𝓝 (rotated C X 0)) :=
    (hasDerivAt_rotated C X).continuousAt
  rw [h0] at hc
  -- the rotated orbitals stay inside the constraint set
  have ht : Tendsto (rotated C X) (𝓝 0) (𝓝[{D | Dᵀ * D = 1}] C) :=
    tendsto_nhdsWithin_iff.2 ⟨hc, Eventually.of_forall fun t => rotated_orthogonal hC hX t⟩
  have h1 : ∀ᶠ D in 𝓝[{D | Dᵀ * D = 1}] C, f C ≤ f D := hmin
  have hloc : IsLocalMin (fun t => f (rotated C X t)) 0 := by
    change ∀ᶠ t in 𝓝 (0 : ℝ), f (rotated C X 0) ≤ f (rotated C X t)
    rw [h0]
    exact ht.eventually h1
  have hd := hasDerivAt_energy hf X
  exact hd.congr_deriv (hloc.hasDerivAt_eq_zero hd)

end

end OrbitalOptimisation
```

```lean
#print axioms OrbitalOptimisation.stationary_iff_isSymm
-- 'OrbitalOptimisation.stationary_iff_isSymm' depends on axioms: [propext, Classical.choice, Quot.sound]
#print axioms OrbitalOptimisation.hasDerivAt_descent
-- 'OrbitalOptimisation.hasDerivAt_descent' depends on axioms: [propext, Classical.choice, Quot.sound]
#print axioms OrbitalOptimisation.isSymm_iff_lagrange
-- 'OrbitalOptimisation.isSymm_iff_lagrange' depends on axioms: [propext, Classical.choice, Quot.sound]
#print axioms OrbitalOptimisation.isSymm_of_isLocalMinOn
-- 'OrbitalOptimisation.isSymm_of_isLocalMinOn' depends on axioms: [propext, Classical.choice, Quot.sound]
```

`hasDerivAt_along_curve` is the chain rule: it expands V in matrix units and uses linearity of the derivative. `hasDerivAt_rotated` supplies the velocity CX, and `hasDerivAt_energy` turns the trace into the double sum. In `hasDerivAt_energy_antisymm`, `h1` is the index exchange, after which `ring` produces the half.

For the "only if" direction, `stationary_iff_isSymm` inserts the pair rotation. Uniqueness of the derivative equates zero with L_pq − L_qp, and `linarith` finishes. `hasDerivAt_descent` substitutes X = Lᵀ − L. `rotated_orthogonal` multiplies the two exponentials, and `isSymm_iff_lagrange` uses `mul_eq_one_comm` to obtain CCᵀ = 1. In `isSymm_of_isLocalMinOn`, `ht` says that the curve approaches C inside the constraint set, so the one-variable minimum condition applies.

In reduced-density-matrix functional theory (RDMFT), with real orbitals and fixed occupations, an orbital step can form L, set X = Lᵀ − L, and replace C by C exp(sX), with s > 0 chosen by a line search. The largest |L_ij − L_ji| is zero exactly when the energy is stationary under orbital rotations, so it can serve as a convergence test, although a small value doesn't by itself bound the distance to a stationary point. For the one-body energy Σ_i n_i h_ii, with h_ij the symmetric one-body matrix in the current orbitals and n_i the occupations,

L_ij − L_ji = 2(n_j − n_i) h_ij.

Pairs with equal occupations thus impose no condition, while pairs with different occupations need h_ij = 0.

The same argument, done by hand for complex orbitals, replaces X by an anti-Hermitian generator and L by C†G, where G = ∂f/∂(Re C) + i ∂f/∂(Im C). The slope becomes Re tr(X†L), and stationarity means that L is Hermitian.
